# The transmission ratio T(L+d)/T(L) of a rectangular tunnel barrier with decay constant k tends to exp(−2kd) as L grows

A tunnelling calculation that has the transmission at one barrier thickness L can estimate it at L + d by multiplying by exp(−2kd). For a flat barrier at fixed energy, the relative error of this step vanishes as L → ∞. The transmission is

T(L) = 1/(1 + A sinh²(kL)),

where k > 0 is the decay constant inside the barrier and A > 0 is a dimensionless strength. For every real d,

T(L+d)/T(L) → exp(−2kd) as L → ∞.

The limit is 1/10 exactly when d = ln(10)/(2k), so this added thickness asymptotically costs one decade of transmission. If A ≤ 2 and d > 0, the ratio lies strictly above exp(−2kd) at every L, and the extrapolated value is too low.

## Extrapolation and overflow in a transmission routine

The limit supports two operations in a single-energy, single-barrier model: extending a computed transmission to a thicker barrier, and reading k from the slope of ln T against L. The limit justifies both as approximations when kL is large.

The derivation also supplies a form of T suited to thick barriers, where sinh²(kL) overflows. With p = exp(−kL),

ln T(L) = −2kL − ln(p² + A((1 − p²)/2)²),

which contains no growing exponential when L ≥ 0.

## From the matching conditions to the decade thickness

Let q > 0 be the wave number outside the barrier and κ > 0 the decay constant inside. Let z be the position (called x in the Lean docstring), with the barrier faces at z = 0 and z = L. The wave is exp(iqz) + r exp(−iqz) before the barrier, a exp(κz) + b exp(−κz) inside it, and t exp(iq(z−L)) behind it. Write x = exp(κL) and p = exp(−κL) from here on, so xp = 1. Continuity of value and slope gives

1 + r = a + b, iq(1 − r) = κ(a − b),

ax + bp = t, κ(ax − bp) = iqt.

The exit-face equations yield

2κa = (κ + iq)tp, 2κb = (κ − iq)tx.

Eliminating r at the entrance gives 2iq = (κ + iq)a − (κ − iq)b. Inserting a and b,

4iqκ = t[(κ² − q²)(p − x) + 2iqκ(p + x)].

Take the squared modulus and use (p + x)² = (x − p)² + 4:

16q²κ² = |t|²[16q²κ² + (q² + κ²)²(x − p)²].

Since x − p = 2 sinh(κL), this is |t|² = T(L) with k = κ and

A = ((q² + κ²)/(2qκ))².

For the limit, set k = κ and multiply T(L) by exp(2kL) = 1/p². Because p sinh(kL) = (1 − p²)/2,

T(L) exp(2kL) = 1/(p² + A((1 − p²)/2)²) → 4/A,

as p → 0. This is the opaque-barrier law with its prefactor. Now write

T(L+d)/T(L) = [T(L+d) exp(2k(L+d))]/[T(L) exp(2kL)] · exp(−2kd).

Both brackets tend to 4/A, which leaves exp(−2kd). Setting this equal to 1/10 and taking logarithms gives 2kd = ln 10.

At finite thickness, put v = exp(−kd). The ratio equals (1 + A sinh²(kL))/(1 + A sinh²(k(L+d))), so it exceeds v² exactly when the following difference is positive:

1 + A sinh²(kL) − v²(1 + A sinh²(k(L+d)))
= (1 − v²)(1 − A/2) + (A/4)p²(1 − v²)(1 + v²).

For d > 0 we have 0 < v < 1. If also 0 < A ≤ 2, the first term is nonnegative and the second is positive. For A > 2 the first term is negative and the second vanishes as L → ∞, so for large enough L the ratio lies below exp(−2kd) and the extrapolated value is too high. This last case is not part of the Lean file.

## The derivation in Lean

```lean
import Mathlib

open Filter Topology

namespace RectangularBarrierDecade

noncomputable section

/-- Transmission of a rectangular barrier of thickness `L`, with decay constant `k` and
dimensionless strength `A`; the domain is `A ≥ 0`, where the denominator is positive. -/
def transmission (A k L : ℝ) : ℝ := 1 / (1 + A * Real.sinh (k * L) ^ 2)

/-- Strength of a barrier with wave number `q` outside and decay constant `κ` inside,
for nonzero `q` and `κ`. -/
def barrierStrength (q κ : ℝ) : ℝ := ((q ^ 2 + κ ^ 2) / (2 * q * κ)) ^ 2

/-- Continuity of the wave function and of its slope at the faces `x = 0` and `x = L`.
The wave is `exp(iqx) + r exp(-iqx)` before the barrier, `a exp(κx) + b exp(-κx)` inside it,
and `t exp(iq(x-L))` behind it. -/
structure BarrierMatching (q κ L : ℝ) (r a b t : ℂ) : Prop where
  value_left : 1 + r = a + b
  slope_left : Complex.I * q * (1 - r) = κ * (a - b)
  value_right : a * (Real.exp (κ * L) : ℂ) + b * (Real.exp (-(κ * L)) : ℂ) = t
  slope_right : κ * (a * (Real.exp (κ * L) : ℂ) - b * (Real.exp (-(κ * L)) : ℂ))
    = Complex.I * q * t

/-- For positive `q` and `κ`, the matching conditions fix the transmitted intensity `|t|²`
to be the rectangular-barrier transmission. -/
theorem transmission_of_matching {q κ L : ℝ} {r a b t : ℂ} (hq : 0 < q) (hκ : 0 < κ)
    (h : BarrierMatching q κ L r a b t) :
    ‖t‖ ^ 2 = transmission (barrierStrength q κ) κ L := by
  obtain ⟨h1, h2, h3, h4⟩ := h
  have hxp : Real.exp (κ * L) * Real.exp (-(κ * L)) = 1 := by
    rw [← Real.exp_add, add_neg_cancel, Real.exp_zero]
  have hS0 : 0 ≤ barrierStrength q κ := by unfold barrierStrength; positivity
  have hS : (2 * q * κ) ^ 2 * barrierStrength q κ = (q ^ 2 + κ ^ 2) ^ 2 := by
    unfold barrierStrength
    field_simp
  rw [Complex.sq_norm, transmission, Real.sinh_eq]
  generalize Real.exp (κ * L) = x at h3 h4 hxp ⊢
  generalize Real.exp (-(κ * L)) = p at h3 h4 hxp ⊢
  have hc : (x : ℂ) * p = 1 := by exact_mod_cast hxp
  -- the exit face gives the interior amplitudes in terms of `t`
  have ha : 2 * κ * a = (κ + Complex.I * q) * t * p := by
    linear_combination p * (κ * h3 + h4) - 2 * κ * a * hc
  have hb : 2 * κ * b = (κ - Complex.I * q) * t * x := by
    linear_combination x * (κ * h3 - h4) - 2 * κ * b * hc
  -- the entrance face then determines `t`
  have key : ((4 * q * κ : ℝ) : ℂ) * Complex.I
      = t * ((((κ ^ 2 - q ^ 2) * (p - x) : ℝ) : ℂ)
        + ((2 * κ * q * (p + x) : ℝ) : ℂ) * Complex.I) := by
    push_cast
    linear_combination 2 * κ * (Complex.I * q * h1 + h2) + (Complex.I * q + κ) * ha
      + (Complex.I * q - κ) * hb + t * q ^ 2 * (p - x) * Complex.I_sq
  have hn := congrArg Complex.normSq key
  rw [Complex.normSq_mul, Complex.normSq_mul, Complex.normSq_ofReal, Complex.normSq_I,
    Complex.normSq_add_mul_I] at hn
  have hD : ((κ ^ 2 - q ^ 2) * (p - x)) ^ 2 + (2 * κ * q * (p + x)) ^ 2
      = (4 * q * κ) ^ 2 * (1 + barrierStrength q κ * ((x - p) / 2) ^ 2) := by
    linear_combination 16 * κ ^ 2 * q ^ 2 * hxp - (x - p) ^ 2 * hS
  rw [eq_div_iff (by positivity)]
  have h0 : (4 * q * κ) ^ 2 ≠ 0 := by positivity
  apply mul_left_cancel₀ h0
  linear_combination -hn - Complex.normSq t * hD

/-- At `q = κ = 1` the matching conditions are solved, for every thickness `L`, by
`r = -i tanh L` and `t = 1 / cosh L` with the interior amplitudes shown. -/
theorem barrierMatching_witness (L : ℝ) :
    BarrierMatching 1 1 L
      (-Complex.I * (Real.sinh L : ℂ) * (Real.cosh L : ℂ)⁻¹)
      ((1 + Complex.I) / 2 * (Real.exp (-L) : ℂ) * (Real.cosh L : ℂ)⁻¹)
      ((1 - Complex.I) / 2 * (Real.exp L : ℂ) * (Real.cosh L : ℂ)⁻¹)
      ((Real.cosh L : ℂ)⁻¹) := by
  have hc : (Real.cosh L : ℂ) ≠ 0 :=
    Complex.ofReal_ne_zero.mpr (Real.cosh_pos L).ne'
  have hw := mul_inv_cancel₀ hc
  have hcs : (Real.cosh L : ℂ) ^ 2 = (Real.sinh L : ℂ) ^ 2 + 1 := by
    exact_mod_cast Real.cosh_sq L
  have ex : Real.exp L = Real.cosh L + Real.sinh L := (Real.cosh_add_sinh L).symm
  have ep : Real.exp (-L) = Real.cosh L - Real.sinh L := (Real.cosh_sub_sinh L).symm
  constructor <;>
    simp only [one_mul, ex, ep, Complex.ofReal_add, Complex.ofReal_sub, Complex.ofReal_one] <;>
    generalize (Real.cosh L : ℂ)⁻¹ = w at hw ⊢
  · linear_combination -hw
  · linear_combination -Complex.I * hw + (Real.sinh L : ℂ) * w * Complex.I_sq
  · linear_combination w * hcs
  · linear_combination Complex.I * w * hcs

/-- For `A > 0`, the transmission multiplied by `exp(2kL)` can be written using only the
exponential `exp(-kL)`. -/
theorem transmission_mul_exp {A : ℝ} (hA : 0 < A) (k L : ℝ) :
    transmission A k L * Real.exp (2 * k * L)
      = 1 / (Real.exp (-(k * L)) ^ 2 + A * ((1 - Real.exp (-(k * L)) ^ 2) / 2) ^ 2) := by
  have hE : Real.exp (2 * k * L) = Real.exp (k * L) ^ 2 := by
    rw [pow_two, ← Real.exp_add]
    congr 1
    ring
  have hxp : Real.exp (k * L) * Real.exp (-(k * L)) = 1 := by
    rw [← Real.exp_add, add_neg_cancel, Real.exp_zero]
  have hp := Real.exp_pos (-(k * L))
  rw [transmission, Real.sinh_eq, hE]
  generalize Real.exp (k * L) = x at hxp ⊢
  generalize Real.exp (-(k * L)) = p at hxp hp ⊢
  have e : x * (1 - p ^ 2) = x - p := by linear_combination -p * hxp
  rw [div_mul_eq_mul_div, one_mul, div_eq_div_iff (by positivity) (by positivity)]
  linear_combination (x * p + 1) * hxp + A / 4 * (x * (1 - p ^ 2) + (x - p)) * e

/-- Opaque-barrier law: for `A, k > 0`, the product `T(L) exp(2kL)` tends to `4/A` as the
thickness grows. -/
theorem opaque_barrier_limit {A k : ℝ} (hA : 0 < A) (hk : 0 < k) :
    Tendsto (fun L => transmission A k L * Real.exp (2 * k * L)) atTop (𝓝 (4 / A)) := by
  have hp : Tendsto (fun L : ℝ => Real.exp (-(k * L))) atTop (𝓝 0) :=
    Real.tendsto_exp_neg_atTop_nhds_zero.comp (tendsto_id.const_mul_atTop hk)
  have heq : (0 : ℝ) ^ 2 + A * ((1 - 0 ^ 2) / 2) ^ 2 = A / 4 := by ring
  have h0 : (0 : ℝ) ^ 2 + A * ((1 - 0 ^ 2) / 2) ^ 2 ≠ 0 := by rw [heq]; positivity
  have h : Tendsto (fun L : ℝ => 1 / (Real.exp (-(k * L)) ^ 2
      + A * ((1 - Real.exp (-(k * L)) ^ 2) / 2) ^ 2)) atTop
      (𝓝 (1 / ((0 : ℝ) ^ 2 + A * ((1 - 0 ^ 2) / 2) ^ 2))) :=
    tendsto_const_nhds.div ((hp.pow 2).add
      ((((tendsto_const_nhds.sub (hp.pow 2)).div_const 2).pow 2).const_mul A)) h0
  rw [heq, one_div_div] at h
  exact h.congr fun L => (transmission_mul_exp hA k L).symm

/-- For `A, k > 0`, changing the thickness of an ever thicker barrier by `d` multiplies its
transmission by a factor that tends to `exp(-2kd)`. -/
theorem transmission_ratio_limit {A k : ℝ} (hA : 0 < A) (hk : 0 < k) (d : ℝ) :
    Tendsto (fun L => transmission A k (L + d) / transmission A k L) atTop
      (𝓝 (Real.exp (-2 * k * d))) := by
  have h1 := opaque_barrier_limit hA hk
  have h2 : Tendsto (fun L => transmission A k (L + d) * Real.exp (2 * k * (L + d)))
      atTop (𝓝 (4 / A)) := h1.comp (tendsto_atTop_add_const_right atTop d tendsto_id)
  have h0 : 4 / A ≠ 0 := by positivity
  -- the prefactors `4/A` cancel in the quotient
  have h3 : Tendsto (fun L => transmission A k (L + d) * Real.exp (2 * k * (L + d))
      / (transmission A k L * Real.exp (2 * k * L)) * Real.exp (-2 * k * d))
      atTop (𝓝 (4 / A / (4 / A) * Real.exp (-2 * k * d))) := (h2.div h1 h0).mul_const _
  rw [div_self h0, one_mul] at h3
  refine h3.congr fun L => ?_
  have he : Real.exp (2 * k * (L + d)) * Real.exp (-2 * k * d) = Real.exp (2 * k * L) := by
    rw [← Real.exp_add]
    congr 1
    ring
  rw [div_mul_eq_mul_div, mul_assoc, he, mul_div_mul_right _ _ (Real.exp_ne_zero _)]

/-- For `A, k > 0`, an added thickness `d` asymptotically costs exactly one decade of
transmission if and only if `d = ln(10)/(2k)`. -/
theorem decade_thickness_iff {A k : ℝ} (hA : 0 < A) (hk : 0 < k) (d : ℝ) :
    Tendsto (fun L => transmission A k (L + d) / transmission A k L) atTop (𝓝 (1 / 10))
      ↔ d = Real.log 10 / (2 * k) := by
  have h := transmission_ratio_limit hA hk d
  constructor
  · intro h'
    have e := congrArg Real.log (tendsto_nhds_unique h h')
    rw [Real.log_exp, one_div, Real.log_inv] at e
    rw [eq_div_iff (by positivity)]
    linarith
  · intro hd
    have h2 : d * (2 * k) = Real.log 10 := (eq_div_iff (by positivity)).mp hd
    have e : -2 * k * d = -Real.log 10 := by linarith
    rw [e, Real.exp_neg, Real.exp_log (by norm_num), ← one_div] at h
    exact h

/-- For `0 < A ≤ 2` and `k, d > 0`, the ratio `T(L+d)/T(L)` is strictly greater than its asymptotic
value `exp(-2kd)`, for every real `L`. -/
theorem exp_lt_transmission_ratio {A k d : ℝ} (hA : 0 < A) (hA2 : A ≤ 2) (hk : 0 < k)
    (hd : 0 < d) (L : ℝ) :
    Real.exp (-2 * k * d) < transmission A k (L + d) / transmission A k L := by
  have hE : Real.exp (-2 * k * d) = Real.exp (-(k * d)) ^ 2 := by
    rw [pow_two, ← Real.exp_add]
    congr 1
    ring
  have h1 : Real.exp (-(k * d)) * Real.exp (k * (L + d)) = Real.exp (k * L) := by
    rw [← Real.exp_add]
    congr 1
    ring
  have h2 : Real.exp (-(k * (L + d))) = Real.exp (-(k * L)) * Real.exp (-(k * d)) := by
    rw [← Real.exp_add]
    congr 1
    ring
  have hxp : Real.exp (k * L) * Real.exp (-(k * L)) = 1 := by
    rw [← Real.exp_add, add_neg_cancel, Real.exp_zero]
  have hp := Real.exp_pos (-(k * L))
  have hv := Real.exp_pos (-(k * d))
  have hv1 : Real.exp (-(k * d)) < 1 :=
    Real.exp_lt_one_iff.mpr (neg_lt_zero.mpr (mul_pos hk hd))
  unfold transmission
  rw [div_div_div_eq, one_mul, mul_one, lt_div_iff₀ (by positivity), hE,
    Real.sinh_eq, Real.sinh_eq, h2]
  generalize Real.exp (k * (L + d)) = y at h1 ⊢
  generalize Real.exp (k * L) = x at h1 hxp ⊢
  generalize Real.exp (-(k * L)) = p at hxp hp ⊢
  generalize Real.exp (-(k * d)) = v at h1 hv hv1 ⊢
  subst h1
  have hw : 0 < 1 - v ^ 2 := by nlinarith
  have q1 : 0 ≤ (1 - v ^ 2) * (1 - A / 2) := mul_nonneg hw.le (by linarith)
  have q2 : 0 < A / 4 * p ^ 2 * (1 - v ^ 2) * (1 + v ^ 2) :=
    mul_pos (mul_pos (by positivity) hw) (by positivity)
  -- the difference of the two sides is the sum of these two terms
  have e : 1 + A * ((v * y - p) / 2) ^ 2 - v ^ 2 * (1 + A * ((y - p * v) / 2) ^ 2)
      = (1 - v ^ 2) * (1 - A / 2) + A / 4 * p ^ 2 * (1 - v ^ 2) * (1 + v ^ 2) := by
    linear_combination A / 4 * (-2 + 2 * v ^ 2) * hxp
  linarith

end

end RectangularBarrierDecade
```

```lean
#print axioms RectangularBarrierDecade.transmission_of_matching
-- 'RectangularBarrierDecade.transmission_of_matching' depends on axioms: [propext, Classical.choice, Quot.sound]
#print axioms RectangularBarrierDecade.decade_thickness_iff
-- 'RectangularBarrierDecade.decade_thickness_iff' depends on axioms: [propext, Classical.choice, Quot.sound]
#print axioms RectangularBarrierDecade.exp_lt_transmission_ratio
-- 'RectangularBarrierDecade.exp_lt_transmission_ratio' depends on axioms: [propext, Classical.choice, Quot.sound]
```

## What is established for one energy and one flat barrier

`transmission A k L` is the formula for T(L), and `barrierStrength q κ` is the A obtained from matching. `BarrierMatching` collects the four continuity equations, with real q, κ, L and complex amplitudes. It fixes the incident amplitude at 1 and measures the phase of t from the exit face. The same q on both sides makes |t|² the transmission probability, and continuity of the plain slope corresponds to equal masses inside and outside.

`transmission_of_matching` says that any amplitudes satisfying these equations have |t|² equal to the formula. Its proof replaces the exponentials by variables with product 1, and `linear_combination` checks the eliminations above. `barrierMatching_witness` gives an explicit solution for every L at q = κ = 1; for other values the file assumes a solution and does not construct one.

`transmission_mul_exp` is the rewriting in p, and `opaque_barrier_limit` takes its limit. In `transmission_ratio_limit`, `Tendsto … atTop (𝓝 …)` expresses convergence as L → ∞, and the proof divides two copies of the opaque-barrier law. `decade_thickness_iff` uses uniqueness of limits and the logarithm for one direction, and substitution for the other. These results take A and k as independent positive numbers; a physical barrier ties them together through q and κ.

`exp_lt_transmission_ratio` proves the finite-thickness bound from the two-term expression. For a matched barrier, its condition A ≤ 2 means that q/κ lies between √2 − 1 and √2 + 1: the outside wave number and the inside decay constant are comparable.

The matching conditions are the starting point and are not derived from the Schrödinger equation. The limit comes with no convergence rate, so it does not tell a code how large L must be for a given tolerance. A device current integrates transmission over energy, and k varies with energy, so the decade rule here applies to transmission at one energy. Image forces, applied bias, position-dependent mass and inelastic processes are absent from the model, and rounding error in a program has to be assessed separately.
